# The Rabi formula for a spin 1/2 in a rotating field

The length of a pulse that turns a spin over can be read off from the probability of finding the spin down, given as a function of time, field strength and detuning. The parts below derive it for one isolated spin 1/2 in a classical field of constant strength. For that model the result is exact, so it can also test a numerical propagator for time-dependent Hamiltonians.

## The driven spin and its Schrödinger equation

```lean
import Mathlib

open Complex Matrix
open scoped ComplexOrder

namespace RabiFormula

noncomputable section
```

Units have $\hbar=1$, and all frequencies are angular. The spin operators are $2\times2$ complex matrices. Component 0 of a spinor is the up amplitude and component 1 the down amplitude.

```lean
/-- The spin-1/2 operator `S_x`, with ħ = 1. -/
def Sx : Matrix (Fin 2) (Fin 2) ℂ := !![0, 1 / 2; 1 / 2, 0]

/-- The spin-1/2 operator `S_y`, with ħ = 1. -/
def Sy : Matrix (Fin 2) (Fin 2) ℂ := !![0, -I / 2; I / 2, 0]

/-- The spin-1/2 operator `S_z`, with ħ = 1. -/
def Sz : Matrix (Fin 2) (Fin 2) ℂ := !![1 / 2, 0; 0, -1 / 2]
```

A static field along $z$ gives the Larmor frequency $w_0$. A transverse field of strength $W$, also measured as a frequency, rotates at $w$:
$$H(t)=w_0S_z+W\big(\cos(wt)\,S_x+\sin(wt)\,S_y\big).$$

```lean
/-- A spin in a static field along z (Larmor frequency `w0`) and a transverse field of
strength `W` rotating at frequency `w`. -/
def hamiltonian (w0 w W t : ℝ) : Matrix (Fin 2) (Fin 2) ℂ :=
  (w0 : ℂ) • Sz + (W : ℂ) • ((Real.cos (w * t) : ℂ) • Sx + (Real.sin (w * t) : ℂ) • Sy)
```

A field oscillating along a fixed axis would be a different model, with drive term $2W\cos(wt)\,S_x$. It contains the rotating field above plus one turning the opposite way, and the flip probability of part (g) would then be only an approximation, good for a weak drive near resonance.

The equation $i\psi'=H\psi$ is written as $\psi'=-iH\psi$. `Solves H ψ` demands this derivative at every real time, for a state with finitely many components. Relaxation and noise are absent.

```lean
/-- The Schrödinger equation `i ψ' = H(t) ψ`, written as `ψ' = -i H(t) ψ` at every time. -/
def Solves {n : Type*} [Fintype n] (H : ℝ → Matrix n n ℂ) (ψ : ℝ → n → ℂ) : Prop :=
  ∀ t, HasDerivAt ψ ((-I) • (H t *ᵥ ψ t)) t
```

To find a candidate solution, pass to the frame that turns with the field: $\psi=e^{-iwtS_z}\phi$. There the Hamiltonian is constant, $i\phi'=(d\,S_z+W S_x)\phi$, with detuning $d=w_0-w$. Write $d=\Omega\cos\theta$ and $W=\Omega\sin\theta$. The constant Hamiltonian is $\tfrac{\Omega}{2}N$ with $N=\cos\theta\,\sigma_z+\sin\theta\,\sigma_x$, where $\sigma_j=2S_j$. Since $N^2=1$,
$$\phi(t)=\Big(\cos\tfrac{\Omega t}{2}-iN\sin\tfrac{\Omega t}{2}\Big)\chi,\qquad \chi=\psi(0).$$
Undoing the frame change multiplies the components by $e^{\mp iwt/2}$. Both then have the form
$$A_{w,p,q}(x,y)=e^{-iwt/2}\Big[\big(\cos\tfrac{\Omega t}{2}-ip\sin\tfrac{\Omega t}{2}\big)x-iq\sin\tfrac{\Omega t}{2}\,y\Big].$$

```lean
/-- One spin amplitude: a phase of frequency `w / 2` times an oscillation at `Ω / 2` that
mixes the initial amplitudes `x` and `y` with weights `p` and `q`. -/
def amplitude (w Ω p q : ℝ) (x y : ℂ) (t : ℝ) : ℂ :=
  cexp (-(I * w / 2) * t) *
    (((Real.cos (Ω * t / 2) : ℂ) - I * p * (Real.sin (Ω * t / 2) : ℂ)) * x
      - I * q * (Real.sin (Ω * t / 2) : ℂ) * y)
```

The up component is $A_{w,\cos\theta,\sin\theta}(\chi_0,\chi_1)$ and the down component is $A_{-w,-\cos\theta,\sin\theta}(\chi_1,\chi_0)$.

```lean
/-- The spinor with initial value `χ` built from the drive frequency `w`, the oscillation
frequency `Ω` and the tilt angle `θ` of the effective field. -/
def rabiSpinor (w Ω θ : ℝ) (χ : Fin 2 → ℂ) (t : ℝ) : Fin 2 → ℂ :=
  ![amplitude w Ω (Real.cos θ) (Real.sin θ) (χ 0) (χ 1) t,
    amplitude (-w) Ω (-Real.cos θ) (Real.sin θ) (χ 1) (χ 0) t]
```

## (a) Conservation of the norm

**Task.** Let $H(t)$ be Hermitian at every time, in any finite dimension. Show that a solution satisfies $\psi(s)^\dagger\psi(s)=\psi(t)^\dagger\psi(t)$ for all $s,t$.

**Solution.** By the product rule,
$$\frac{d}{dt}\psi^\dagger\psi=(-iH\psi)^\dagger\psi+\psi^\dagger(-iH\psi)=i\psi^\dagger H^\dagger\psi-i\psi^\dagger H\psi=0,$$
because $H^\dagger=H$. A function with zero derivative everywhere is constant.

In Lean, `star (ψ t) ⬝ᵥ ψ t` is $\psi^\dagger\psi$. The term `hs` is the product rule summed over components, `(hH u).eq` supplies hermiticity, and `is_const_of_deriv_eq_zero` finishes.

```lean
/-- A Hermitian, possibly time-dependent Hamiltonian conserves the norm of the state. -/
theorem norm_conserved {n : Type*} [Fintype n] {H : ℝ → Matrix n n ℂ}
    (hH : ∀ t, (H t).IsHermitian) {ψ : ℝ → n → ℂ} (h : Solves H ψ) (s t : ℝ) :
    star (ψ s) ⬝ᵥ ψ s = star (ψ t) ⬝ᵥ ψ t := by
  have hd : ∀ u, HasDerivAt (fun v => star (ψ v) ⬝ᵥ ψ v) 0 u := by
    intro u
    have hc := hasDerivAt_pi.1 (h u)
    have hs : HasDerivAt (fun v => ∑ i, star (ψ v i) * ψ v i)
        (∑ i, (star (((-I) • (H u *ᵥ ψ u)) i) * ψ u i
          + star (ψ u i) * ((-I) • (H u *ᵥ ψ u)) i)) u :=
      HasDerivAt.fun_sum fun i _ => (hc i).star.fun_mul (hc i)
    refine hs.congr_deriv ?_
    rw [Finset.sum_add_distrib]
    change star ((-I) • (H u *ᵥ ψ u)) ⬝ᵥ ψ u + star (ψ u) ⬝ᵥ ((-I) • (H u *ᵥ ψ u)) = 0
    -- hermiticity makes the two contributions cancel
    rw [star_smul, Matrix.star_mulVec, (hH u).eq, smul_dotProduct, dotProduct_smul,
      ← Matrix.dotProduct_mulVec]
    simp
  exact is_const_of_deriv_eq_zero (fun u => (hd u).differentiableAt)
    (fun u => (hd u).deriv) s t
```

## (b) Uniqueness from the initial state

**Task.** For the same kind of $H(t)$, show that two solutions with $\psi(0)=\varphi(0)$ satisfy $\psi(t)=\varphi(t)$ at every time.

**Solution.** The equation is linear, so $\delta=\psi-\varphi$ is a solution. By (a), $\delta(t)^\dagger\delta(t)=\delta(0)^\dagger\delta(0)=0$. A sum of squared moduli vanishes only if every component does, so $\delta(t)=0$.

The code follows the same order: `hsub` is the linearity step, and `dotProduct_star_self_eq_zero` turns zero norm into a zero vector.

```lean
/-- Two solutions for the same Hermitian Hamiltonian that agree at time zero agree always. -/
theorem solution_unique {n : Type*} [Fintype n] {H : ℝ → Matrix n n ℂ}
    (hH : ∀ t, (H t).IsHermitian) {ψ φ : ℝ → n → ℂ} (hψ : Solves H ψ) (hφ : Solves H φ)
    (h0 : ψ 0 = φ 0) : ψ = φ := by
  have hsub : Solves H (fun t => ψ t - φ t) := fun t =>
    ((hψ t).fun_sub (hφ t)).congr_deriv (by rw [Matrix.mulVec_sub, smul_sub])
  funext t
  have h := norm_conserved hH hsub t 0
  simp only [h0, sub_self, dotProduct_zero] at h
  exact sub_eq_zero.1 (dotProduct_star_self_eq_zero.1 h)
```

## (c) Hermiticity of the driven Hamiltonian

**Task.** Show that $H(t)^\dagger=H(t)$ for the driven spin.

**Solution.** The three spin matrices are Hermitian, and their coefficients $w_0$, $W\cos(wt)$ and $W\sin(wt)$ are real. A real combination of Hermitian matrices is Hermitian. Lean compares the four matrix entries.

```lean
/-- The Hamiltonian of the driven spin is Hermitian at every time. -/
theorem hamiltonian_isHermitian (w0 w W t : ℝ) : (hamiltonian w0 w W t).IsHermitian := by
  ext i j
  fin_cases i <;> fin_cases j <;>
    simp [hamiltonian, Sx, Sy, Sz, Matrix.conjTranspose_apply, -Complex.ofReal_cos,
      -Complex.ofReal_sin, -mul_eq_mul_left_iff]
```

## (d) The Hamiltonian in components

**Task.** Show that
$$H(t)\chi=\frac12\begin{pmatrix}w_0\chi_0+W(\cos wt-i\sin wt)\chi_1\\ W(\cos wt+i\sin wt)\chi_0-w_0\chi_1\end{pmatrix}.$$

**Solution.** The static term contributes $\pm w_0/2$ on the diagonal. The transverse term is
$$\cos(wt)S_x+\sin(wt)S_y=\frac12\begin{pmatrix}0&\cos wt-i\sin wt\\ \cos wt+i\sin wt&0\end{pmatrix}.$$
Multiplying by $\chi$ gives the two rows, which Lean checks one at a time.

```lean
/-- The driven Hamiltonian acting on a spinor, written out in components. -/
theorem hamiltonian_mulVec (w0 w W t : ℝ) (χ : Fin 2 → ℂ) :
    hamiltonian w0 w W t *ᵥ χ =
      ![(w0 * χ 0 + W * (((Real.cos (w * t) : ℂ) - I * (Real.sin (w * t) : ℂ)) * χ 1)) / 2,
        (W * (((Real.cos (w * t) : ℂ) + I * (Real.sin (w * t) : ℂ)) * χ 0) - w0 * χ 1) / 2] := by
  ext i
  fin_cases i <;>
    simp [hamiltonian, Sx, Sy, Sz, Matrix.mulVec, dotProduct, Fin.sum_univ_two,
      -mul_eq_mul_left_iff] <;> ring
```

## (e) The differential equation for one amplitude

**Task.** Let $w_0-w=p\,\Omega$, $W=q\,\Omega$ and $p^2+q^2=1$. With $a=A_{w,p,q}(x,y)$ and $b=A_{-w,-p,q}(y,x)$, show that
$$a'=-\frac i2\big(w_0a+W(\cos wt-i\sin wt)\,b\big).$$

**Solution.** Put $c=\cos(\Omega t/2)$, $s=\sin(\Omega t/2)$ and $E=e^{-iwt/2}$. Then $a=Eu$ and $b=E^{-1}v$, with
$$u=(c-ips)x-iqs\,y,\qquad v=(c+ips)y-iqs\,x.$$
The rotating field supplies the factor $e^{-iwt}=E^2$, so $e^{-iwt}b=Ev$. Since $a'=E(u'-\tfrac{iw}{2}u)$, what remains to be shown is
$$u'=-\tfrac i2\big((w_0-w)u+Wv\big)=-\tfrac{i\Omega}{2}(pu+qv).$$
In $pu+qv$ the terms $\mp ipqs\,y$ cancel, and $p^2+q^2=1$ leaves $(pc-is)x+qc\,y$. The right side is therefore $\tfrac\Omega2\big[(-s-ipc)x-iqc\,y\big]$. Differentiating $u$ directly gives the same expression.

In Lean, `hE` is the phase identity. The final `linear_combination` combines it with the three conditions and $i^2=-1$, each with an explicit multiplier.

```lean
/-- `amplitude w Ω p q x y` obeys the upper row of the driven Schrödinger equation, with `amplitude
(-w) Ω (-p) q y x` as the lower component, when the detuning is `p Ω`, the drive strength is `q Ω`
and `p² + q² = 1`. -/
theorem amplitude_hasDerivAt {w0 w W Ω p q : ℝ} (hd : w0 - w = p * Ω) (hW : W = q * Ω)
    (hpq : p ^ 2 + q ^ 2 = 1) (x y : ℂ) (t : ℝ) :
    HasDerivAt (amplitude w Ω p q x y)
      (-I * ((w0 * amplitude w Ω p q x y t
        + W * (((Real.cos (w * t) : ℂ) - I * (Real.sin (w * t) : ℂ))
          * amplitude (-w) Ω (-p) q y x t)) / 2)) t := by
  have hl : HasDerivAt (fun u : ℝ => -(I * w / 2) * (u : ℂ))
      (-(I * w / 2) * ((1 : ℝ) : ℂ)) t := (hasDerivAt_id t).ofReal_comp.const_mul _
  have hθ : HasDerivAt (fun u : ℝ => Ω * u / 2) (Ω * 1 / 2) t :=
    ((hasDerivAt_id t).const_mul Ω).div_const 2
  have hc := hθ.cos.ofReal_comp
  have hs := hθ.sin.ofReal_comp
  -- the rotating field carries one phase factor into the other
  have hE : (Complex.cos (w * t) - I * Complex.sin (w * t)) * cexp (-(I * -(w : ℂ) / 2) * t)
      = cexp (-(I * w / 2) * t) := by
    have h : Complex.cos (w * t) - I * Complex.sin (w * t) = cexp (-(w * t : ℂ) * I) := by
      rw [Complex.exp_mul_I, Complex.cos_neg, Complex.sin_neg]
      ring
    rw [h, ← Complex.exp_add]
    congr 1
    ring
  have hd' : (w0 : ℂ) - w = p * Ω := by exact_mod_cast hd
  have hW' : (W : ℂ) = q * Ω := by exact_mod_cast hW
  have hpq' : (p : ℂ) ^ 2 + (q : ℂ) ^ 2 = 1 := by exact_mod_cast hpq
  refine (hl.cexp.fun_mul (((hc.fun_sub (hs.const_mul (I * p))).mul_const x).fun_sub
    ((hs.const_mul (I * q)).mul_const y))).congr_deriv ?_
  simp only [amplitude]
  push_cast
  set c := Complex.cos (Ω * t / 2)
  set s := Complex.sin (Ω * t / 2)
  set E := cexp (-(I * w / 2) * t)
  linear_combination (I * W / 2) * ((c + I * p * s) * y - I * q * s * x) * hE
    + E * ((I * c / 2 + p * s / 2) * x + q * s / 2 * y) * hd'
    + E * (q * s / 2 * x + (I * c / 2 - p * s / 2) * y) * hW'
    + E * s * Ω / 2 * x * hpq'
    + E * (x * (-((w0 - w) * p * s) - W * q * s) / 2
      + y * (-((w0 - w) * q * s) + W * p * s) / 2) * Complex.I_sq
```

## (f) Every solution in closed form

**Task.** Let $w_0-w=\Omega\cos\theta$ and $W=\Omega\sin\theta$. Show that every solution of the driven equation, from any initial spinor $\chi=\psi(0)$, is
$$\psi(t)=\begin{pmatrix}A_{w,\cos\theta,\sin\theta}(\chi_0,\chi_1)\\ A_{-w,-\cos\theta,\sin\theta}(\chi_1,\chi_0)\end{pmatrix}.$$

**Solution.** Part (e) with $p=\cos\theta$, $q=\sin\theta$, $x=\chi_0$, $y=\chi_1$ is the upper row of the equation in (d). For the lower row, use (e) again with $w_0$, $w$ and $p$ reversed in sign and $x,y$ exchanged. Its first condition becomes $-w_0+w=-\Omega\cos\theta$, which holds, and the phase factor becomes $\cos wt+i\sin wt$, as (d) requires. At $t=0$ the spinor equals $\chi$. By (b) and (c) it coincides with $\psi$.

The terms `h0` and `h1` are these two uses of (e). Nothing is divided by $\Omega$ or $W$, so the undriven spin is included.

```lean
/-- Every solution of the driven spin equation, from any initial spinor, is the explicit
spinor with detuning `Ω cos θ` and drive strength `Ω sin θ`. -/
theorem solution_eq_rabiSpinor {w0 w W Ω θ : ℝ} (hd : w0 - w = Real.cos θ * Ω)
    (hW : W = Real.sin θ * Ω) {ψ : ℝ → Fin 2 → ℂ} (hψ : Solves (hamiltonian w0 w W) ψ) :
    ψ = rabiSpinor w Ω θ (ψ 0) := by
  refine solution_unique (hamiltonian_isHermitian w0 w W) hψ ?_ ?_
  · intro t
    rw [hamiltonian_mulVec]
    have h0 := amplitude_hasDerivAt hd hW (Real.cos_sq_add_sin_sq θ) (ψ 0 0) (ψ 0 1) t
    have h1 := amplitude_hasDerivAt (w0 := -w0) (w := -w) (p := -Real.cos θ)
      (by linear_combination -hd) hW (by rw [neg_sq]; exact Real.cos_sq_add_sin_sq θ)
      (ψ 0 1) (ψ 0 0) t
    simp only [neg_neg, neg_mul, Real.cos_neg, Real.sin_neg, Complex.ofReal_neg] at h1
    refine hasDerivAt_pi.2 (Fin.forall_fin_two.2 ⟨h0, h1.congr_deriv ?_⟩)
    change _ = -I * ((W * (((Real.cos (w * t) : ℂ) + I * (Real.sin (w * t) : ℂ))
      * amplitude w Ω (Real.cos θ) (Real.sin θ) (ψ 0 0) (ψ 0 1) t)
      - w0 * amplitude (-w) Ω (-Real.cos θ) (Real.sin θ) (ψ 0 1) (ψ 0 0) t) / 2)
    ring
  · ext i
    fin_cases i <;> simp [rabiSpinor, amplitude]
```

## (g) The flip probability

**Task.** Let $W\neq0$ and $\psi(0)=(1,0)$. Show that $W^2+d^2>0$ and
$$|\psi_1(t)|^2=\frac{W^2}{W^2+d^2}\,\sin^2\!\Big(\frac{\sqrt{W^2+d^2}\;t}{2}\Big),\qquad d=w_0-w.$$

**Solution.** Since $W\ne0$, the sum of squares is positive. Take $\Omega=\sqrt{W^2+d^2}$ and let $\theta$ be the polar angle of the point $(d,W)$, so that (f) applies. With $\chi_0=1$ and $\chi_1=0$, the lower component is
$$\psi_1(t)=-i\,e^{iwt/2}\sin\theta\,\sin\tfrac{\Omega t}{2}.$$
The prefactor has modulus one, so $|\psi_1|^2=\sin^2\theta\,\sin^2(\Omega t/2)$, and $\sin^2\theta=W^2/\Omega^2$.

Lean obtains $\theta$ as the argument of the complex number $d+iW$. Then `hval` is the lower amplitude, `hexp` the modulus of the phase and `hq` the value of $\sin^2\theta$. The initial state is normalised, so `‖ψ t 1‖ ^ 2` is a probability.

```lean
/-- **Rabi formula**: for a nonzero drive, a spin starting up is found down at time `t` with
probability `W²/(W² + d²) sin²(√(W² + d²) t/2)`, `d = w0 - w`, the denominator being positive. -/
theorem rabi_formula {w0 w W : ℝ} (hW : W ≠ 0) {ψ : ℝ → Fin 2 → ℂ}
    (hψ : Solves (hamiltonian w0 w W) ψ) (h0 : ψ 0 = ![1, 0]) (t : ℝ) :
    0 < W ^ 2 + (w0 - w) ^ 2 ∧
      ‖ψ t 1‖ ^ 2 = W ^ 2 / (W ^ 2 + (w0 - w) ^ 2)
        * Real.sin (√(W ^ 2 + (w0 - w) ^ 2) * t / 2) ^ 2 := by
  have hD : 0 < W ^ 2 + (w0 - w) ^ 2 := by positivity
  refine ⟨hD, ?_⟩
  have hsq := Real.sq_sqrt hD.le
  -- polar form of the effective field (detuning, drive)
  obtain ⟨θ, hc, hs⟩ : ∃ θ : ℝ, w0 - w = Real.cos θ * √(W ^ 2 + (w0 - w) ^ 2) ∧
      W = Real.sin θ * √(W ^ 2 + (w0 - w) ^ 2) := by
    let z : ℂ := ⟨w0 - w, W⟩
    have hz : ‖z‖ ^ 2 = W ^ 2 + (w0 - w) ^ 2 := by
      rw [Complex.sq_norm, Complex.normSq_apply]
      change (w0 - w) * (w0 - w) + W * W = _
      ring
    have hn : √(W ^ 2 + (w0 - w) ^ 2) = ‖z‖ := by rw [← hz, Real.sqrt_sq (norm_nonneg z)]
    rw [hn]
    exact ⟨arg z, by rw [mul_comm]; exact (Complex.norm_mul_cos_arg z).symm,
      by rw [mul_comm]; exact (Complex.norm_mul_sin_arg z).symm⟩
  have hsol := solution_eq_rabiSpinor hc hs hψ
  set Ω := √(W ^ 2 + (w0 - w) ^ 2)
  have hval : ψ t 1 = cexp (-(I * ((-w : ℝ) : ℂ) / 2) * t)
      * (-(I * (Real.sin θ : ℂ) * (Real.sin (Ω * t / 2) : ℂ))) := by
    rw [hsol, h0]
    change amplitude (-w) Ω (-Real.cos θ) (Real.sin θ) 0 1 t = _
    unfold amplitude
    ring
  have hexp : ‖cexp (-(I * ((-w : ℝ) : ℂ) / 2) * t)‖ = 1 := by
    rw [Complex.norm_exp]
    simp
  have hq : W ^ 2 / (W ^ 2 + (w0 - w) ^ 2) = Real.sin θ ^ 2 := by
    rw [div_eq_iff hD.ne']
    linear_combination (W + Real.sin θ * Ω) * hs + Real.sin θ ^ 2 * hsq
  rw [hq, hval, norm_mul, hexp, norm_neg, norm_mul, norm_mul, Complex.norm_I,
    Complex.norm_real, Complex.norm_real, Real.norm_eq_abs, Real.norm_eq_abs, one_mul,
    one_mul, mul_pow, sq_abs, sq_abs]
```

On resonance, $d=0$, the probability reduces to $\sin^2(Wt/2)$. The spin is first fully reversed at $t=\pi/|W|$, which is the pulse length sought at the start.

## (h) The population difference

**Task.** Under the conditions of (g), show that
$$|\psi_0(t)|^2-|\psi_1(t)|^2=\frac{d^2+W^2\cos\!\big(\sqrt{W^2+d^2}\;t\big)}{W^2+d^2}.$$

**Solution.** By (a) the two probabilities add up to one, so the difference is $1-2|\psi_1|^2$. Insert (g) and use $2\sin^2(\Omega t/2)=1-\cos\Omega t$:
$$1-\frac{W^2}{W^2+d^2}(1-\cos\Omega t)=\frac{d^2+W^2\cos\Omega t}{W^2+d^2}.$$

In the code, `hsum` is the normalisation and `hcos` the half-angle identity. Multiplied by $1/2$, this difference is the expectation value of $S_z$.

```lean
/-- For a nonzero drive and a spin starting up, the population difference between up and down
is `(d² + W² cos(√(W² + d²) t))/(W² + d²)` with `d = w0 - w`. -/
theorem population_difference {w0 w W : ℝ} (hW : W ≠ 0) {ψ : ℝ → Fin 2 → ℂ}
    (hψ : Solves (hamiltonian w0 w W) ψ) (h0 : ψ 0 = ![1, 0]) (t : ℝ) :
    ‖ψ t 0‖ ^ 2 - ‖ψ t 1‖ ^ 2 =
      ((w0 - w) ^ 2 + W ^ 2 * Real.cos (√(W ^ 2 + (w0 - w) ^ 2) * t))
        / (W ^ 2 + (w0 - w) ^ 2) := by
  obtain ⟨hD, hflip⟩ := rabi_formula hW hψ h0 t
  -- the two probabilities add up to one
  have hsum : ‖ψ t 0‖ ^ 2 + ‖ψ t 1‖ ^ 2 = 1 := by
    have h := norm_conserved (hamiltonian_isHermitian w0 w W) hψ t 0
    rw [h0] at h
    simp [dotProduct, Fin.sum_univ_two, Complex.conj_mul'] at h
    exact_mod_cast h
  have hcos : Real.cos (√(W ^ 2 + (w0 - w) ^ 2) * t)
      = 1 - 2 * Real.sin (√(W ^ 2 + (w0 - w) ^ 2) * t / 2) ^ 2 := by
    have h := Real.cos_two_mul (√(W ^ 2 + (w0 - w) ^ 2) * t / 2)
    rw [mul_div_cancel₀ _ (two_ne_zero' ℝ)] at h
    linarith [Real.sin_sq_add_cos_sq (√(W ^ 2 + (w0 - w) ^ 2) * t / 2)]
  have hdiff : ‖ψ t 0‖ ^ 2 - ‖ψ t 1‖ ^ 2 = 1 - 2 * ‖ψ t 1‖ ^ 2 := by linarith
  rw [hdiff, hflip, hcos, eq_div_iff hD.ne', sub_mul]
  have hcancel := div_mul_cancel₀ (W ^ 2) hD.ne'
  linear_combination
    (-2 * Real.sin (√(W ^ 2 + (w0 - w) ^ 2) * t / 2) ^ 2) * hcancel

end

end RabiFormula
```

```lean
#print axioms RabiFormula.rabi_formula
#print axioms RabiFormula.population_difference
```

```
'RabiFormula.rabi_formula' depends on axioms: [propext, Classical.choice, Quot.sound]
'RabiFormula.population_difference' depends on axioms: [propext, Classical.choice, Quot.sound]
```
